# Omitting ionic correlation \(c\) shortens the equal-weight distance by \(c/(D(D-c))\) in a two-state ionic–neutral model

Let \(k\neq0\), \(c<D\) and \(R>0\). A ground vector of

\[
H(R)=\begin{pmatrix}0&k\\k&\varepsilon\end{pmatrix},\qquad \varepsilon=D-c-\frac1R,
\]

has equal neutral and ionic weights if and only if \(R=1/(D-c)\). If also \(c>0\), the same model with \(c\) omitted has equal weights at a distance shorter by exactly \(c/(D(D-c))\). For an electronic-structure method that places the ionic asymptote at \(D\) because it misses an amount \(c\) of ionic correlation relative to the neutral configuration, this gives the displacement of the avoided crossing within this model, in atomic units, where \(k\), \(D\) and \(c\) do not depend on \(R\) and the energy difference \(\varepsilon\) varies only through \(-1/R\).

In Lean 4 with Mathlib:

```lean
import Mathlib

open Matrix

noncomputable section

namespace IonicNeutralCrossing
```

## The two-configuration model

Energies and distances are in atomic units, and the neutral energy is zero at every \(R\). The ionic configuration lies \(D\) higher at infinite separation before its correlation is included. Correlation lowers it, relative to the neutral one, by \(c\), and the ions attract as \(-1/R\). The condition \(c<D\) says that the correlated ionic asymptote still lies above the neutral one.

```lean
/-- Energy of the ionic configuration relative to the neutral one at distance `R ≠ 0`, in atomic
units: asymptotic gap `D`, lowered by the ionic correlation `c` and the Coulomb attraction. -/
def ionicEnergy (D c R : ℝ) : ℝ := D - c - 1 / R
```

The coupling \(k\) mixes the two configurations, which are taken as orthonormal. Both \(k\) and \(c\) are independent of \(R\); polarisation and short-range repulsion are left out.

```lean
/-- Two-configuration Hamiltonian in the basis (neutral, ionic) with coupling `k`, for `R ≠ 0`. -/
def hamiltonian (k D c R : ℝ) : Matrix (Fin 2) (Fin 2) ℝ :=
  !![0, k; k, ionicEnergy D c R]
```

A ground state is a nonzero eigenvector whose energy \(E\) satisfies \(E\,w\cdot w\le w\cdot Hw\) for all real \(w\). It need not be normalised. With \(a\) for `v 0` (neutral) and \(b\) for `v 1` (ionic), the normalised weights are \(a^2/(a^2+b^2)\) and \(b^2/(a^2+b^2)\), so comparing them means comparing \(a^2\) with \(b^2\).

```lean
/-- A nonzero vector `v` is a ground state of energy `E` if it is an eigenvector with eigenvalue `E`
and `E` bounds the normalised energy `w ⬝ᵥ (H *ᵥ w) / (w ⬝ᵥ w)` of every nonzero real vector `w`
from below. -/
def IsGroundState (H : Matrix (Fin 2) (Fin 2) ℝ) (E : ℝ) (v : Fin 2 → ℝ) : Prop :=
  v ≠ 0 ∧ H *ᵥ v = E • v ∧ ∀ w : Fin 2 → ℝ, E * (w ⬝ᵥ w) ≤ w ⬝ᵥ (H *ᵥ w)
```

The lower root of the secular equation is \(\bigl(\varepsilon-\sqrt{\varepsilon^2+4k^2}\bigr)/2\).

```lean
/-- The lower root of the secular equation, for `R ≠ 0`. -/
def groundEnergy (k D c R : ℝ) : ℝ :=
  (ionicEnergy D c R - Real.sqrt (ionicEnergy D c R ^ 2 + 4 * k ^ 2)) / 2
```

## Signs and sizes of the amplitudes

By components, \(Hv=Ev\) reads

\[
kb=Ea,\qquad ka+\varepsilon b=Eb.
\]

```lean
variable {k D c R E : ℝ} {v : Fin 2 → ℝ}

private lemma eigen_iff : hamiltonian k D c R *ᵥ v = E • v ↔
    k * v 1 = E * v 0 ∧ k * v 0 + ionicEnergy D c R * v 1 = E * v 1 := by
  rw [funext_iff, Fin.forall_fin_two]
  simp [hamiltonian, Matrix.mulVec, dotProduct, Fin.sum_univ_two]
```

For a trial vector \(w=(x,y)\), the energy form is \(2kxy+\varepsilon y^2\),

```lean
private lemma energy_form (w : Fin 2 → ℝ) : w ⬝ᵥ (hamiltonian k D c R *ᵥ w) =
    2 * k * w 0 * w 1 + ionicEnergy D c R * w 1 ^ 2 := by
  simp [hamiltonian, Matrix.mulVec, dotProduct, Fin.sum_univ_two]
  ring
```

and the squared norm is \(x^2+y^2\).

```lean
private lemma norm_form (w : Fin 2 → ℝ) : w ⬝ᵥ w = w 0 ^ 2 + w 1 ^ 2 := by
  simp only [dotProduct, Fin.sum_univ_two]
  ring
```

The ionic energy changes sign at the claimed distance:

\[
\varepsilon=\frac{D-c}{R}\left(R-\frac1{D-c}\right).
\]

```lean
private lemma ionicEnergy_eq (h : c < D) (hR : 0 < R) :
    ionicEnergy D c R = (D - c) / R * (R - 1 / (D - c)) := by
  have h1 : (D - c) * (1 / (D - c)) = 1 := mul_one_div_cancel (sub_pos.2 h).ne'
  have h2 : R * (1 / R) = 1 := mul_one_div_cancel hR.ne'
  unfold ionicEnergy
  linear_combination (-(D - c)) * h2 + (1 / R) * h1
```

For \(k\neq0\), neither amplitude of an eigenvector vanishes. If \(a=0\), the first equation gives \(kb=0\), hence \(b=0\); if \(b=0\), the second gives \(ka=0\), hence \(a=0\). Either way \(v=0\), a contradiction.

```lean
/-- With nonzero coupling, every eigenvector contains both the neutral and the ionic
configuration. -/
theorem components_ne_zero (hk : k ≠ 0) (hv : v ≠ 0)
    (he : hamiltonian k D c R *ᵥ v = E • v) : v 0 ≠ 0 ∧ v 1 ≠ 0 := by
  obtain ⟨h0, h1⟩ := eigen_iff.1 he
  constructor
  · intro h
    have h' : k * v 1 = 0 := by rw [h0, h, mul_zero]
    exact hv (funext (Fin.forall_fin_two.2 ⟨h, (mul_eq_zero.1 h').resolve_left hk⟩))
  · intro h
    have h' : k * v 0 = 0 := by simpa [h] using h1
    exact hv (funext (Fin.forall_fin_two.2 ⟨(mul_eq_zero.1 h').resolve_left hk, h⟩))
```

Now compare the ground vector \((a,b)\) with \((a,-b)\), which has the same norm. Minimality gives \(2kab+\varepsilon b^2\le-2kab+\varepsilon b^2\), so \(kab\le0\). Since no factor is zero, \(kab<0\).

```lean
/-- With nonzero coupling, the two amplitudes of a ground state have the relative sign that makes
the coupling energy negative. -/
theorem ground_phase (hk : k ≠ 0) (h : IsGroundState (hamiltonian k D c R) E v) :
    k * (v 0 * v 1) < 0 := by
  obtain ⟨hv, he, hmin⟩ := h
  have hn := components_ne_zero hk hv he
  have h2 : E * (v ⬝ᵥ v) = v ⬝ᵥ (hamiltonian k D c R *ᵥ v) := by
    rw [he, dotProduct_smul, smul_eq_mul]
  -- compare with the vector whose ionic amplitude has the opposite sign
  have h1 := hmin ![v 0, -v 1]
  rw [energy_form, norm_form] at h1 h2
  change E * (v 0 ^ 2 + (-v 1) ^ 2) ≤
    2 * k * v 0 * (-v 1) + ionicEnergy D c R * (-v 1) ^ 2 at h1
  exact lt_of_le_of_ne (by nlinarith) (mul_ne_zero hk (mul_ne_zero hn.1 hn.2))
```

Multiply the first eigenvalue equation by \(kb\), the second by \(ka\), and subtract. The energy cancels, leaving \(k^2(b^2-a^2)=\varepsilon\,kab\). Inserting the factored \(\varepsilon\) gives

\[
b^2-a^2=p\left(\frac1{D-c}-R\right),\qquad p=\frac{(D-c)(-kab)}{Rk^2}>0.
\]

The `linear_combination` that proves `hb` uses these same multipliers.

```lean
/-- For nonzero coupling, `c < D` and `R > 0`, the excess of ionic over neutral weight in a ground
state is a positive multiple of `1 / (D - c) - R`. -/
theorem ionic_excess (hk : k ≠ 0) (hc : c < D) (hR : 0 < R)
    (h : IsGroundState (hamiltonian k D c R) E v) :
    ∃ p : ℝ, 0 < p ∧ v 1 ^ 2 - v 0 ^ 2 = p * (1 / (D - c) - R) := by
  have hp := ground_phase hk h
  obtain ⟨h0, h1⟩ := eigen_iff.1 h.2.1
  -- eliminate the energy from the two eigenvalue equations
  have hb : k ^ 2 * (v 1 ^ 2 - v 0 ^ 2) = ionicEnergy D c R * (k * (v 0 * v 1)) := by
    linear_combination k * v 1 * h0 - k * v 0 * h1
  rw [ionicEnergy_eq hc hR] at hb
  refine ⟨(D - c) / R * (-(k * (v 0 * v 1))) / k ^ 2,
    div_pos (mul_pos (div_pos (sub_pos.2 hc) hR) (neg_pos.2 hp)) (by positivity), ?_⟩
  rw [div_mul_eq_mul_div, eq_div_iff (pow_ne_zero 2 hk)]
  linear_combination hb
```

## The crossing distance and its shift

Since \(p>0\), the weights are equal exactly when the bracket vanishes.

```lean
/-- For nonzero coupling, `c < D` and `R > 0`, a ground state has equal neutral and ionic weights
if and only if `R = 1 / (D - c)`. -/
theorem equal_weights_iff (hk : k ≠ 0) (hc : c < D) (hR : 0 < R)
    (h : IsGroundState (hamiltonian k D c R) E v) :
    v 0 ^ 2 = v 1 ^ 2 ↔ R = 1 / (D - c) := by
  obtain ⟨p, hp, hx⟩ := ionic_excess hk hc hR h
  constructor
  · intro e
    have h0 : p * (1 / (D - c) - R) = 0 := by linarith
    have h1 := (mul_eq_zero.1 h0).resolve_left hp.ne'
    linarith
  · intro e
    rw [← e, sub_self, mul_zero] at hx
    linarith
```

Coupling matters here. For \(k=0\) and \(R=1/(D-c)\) the matrix is zero, so \((1,0)\) is a ground vector with unequal weights.

For \(k\neq0\), the sign of the bracket also decides which configuration dominates: the ionic one at shorter distances.

```lean
/-- For nonzero coupling, `c < D` and `R > 0`, the ionic weight of a ground state exceeds the
neutral one if and only if `R < 1 / (D - c)`. -/
theorem ionic_dominates_iff (hk : k ≠ 0) (hc : c < D) (hR : 0 < R)
    (h : IsGroundState (hamiltonian k D c R) E v) :
    v 0 ^ 2 < v 1 ^ 2 ↔ R < 1 / (D - c) := by
  obtain ⟨p, hp, hx⟩ := ionic_excess hk hc hR h
  constructor
  · intro e
    have h0 : 0 < p * (1 / (D - c) - R) := by linarith
    have h1 := (mul_pos_iff_of_pos_left hp).1 h0
    linarith
  · intro e
    have h0 := mul_pos hp (sub_pos.2 e)
    linarith
```

Applying the equal-weight criterion with \(c\) and with zero in its place gives

\[
R-R_0=\frac1{D-c}-\frac1D=\frac{c}{D(D-c)}>0.
\]

The theorem takes a ground state of each model, both with the same \(k\), and assumes equal weights in each.

```lean
/-- Let `0 < c < D` and the coupling be nonzero. If the ground states with and without the ionic
correlation `c` have equal weights at the positive distances `R` and `R₀`, then `R₀` is shorter
than `R` by exactly `c / (D (D - c))`. -/
theorem missing_correlation_shift {R₀ E₀ : ℝ} {v₀ : Fin 2 → ℝ} (hk : k ≠ 0)
    (hc : 0 < c) (hcD : c < D) (hR : 0 < R) (hR₀ : 0 < R₀)
    (h : IsGroundState (hamiltonian k D c R) E v) (hw : v 0 ^ 2 = v 1 ^ 2)
    (h₀ : IsGroundState (hamiltonian k D 0 R₀) E₀ v₀) (hw₀ : v₀ 0 ^ 2 = v₀ 1 ^ 2) :
    R - R₀ = c / (D * (D - c)) ∧ R₀ < R := by
  have hD : 0 < D := hc.trans hcD
  have e := (equal_weights_iff hk hcD hR h).1 hw
  have e₀ := (equal_weights_iff hk hD hR₀ h₀).1 hw₀
  have hs : R - R₀ = c / (D * (D - c)) := by
    rw [e, e₀, sub_zero, div_sub_div _ _ (sub_pos.2 hcD).ne' hD.ne']
    congr 1 <;> ring
  have hpos : 0 < c / (D * (D - c)) := div_pos hc (mul_pos hD (sub_pos.2 hcD))
  exact ⟨hs, by linarith⟩
```

Such ground states exist. Let \(E\) be the lower root. Then \(E^2=\varepsilon E+k^2\), and \(E<0\) because the square root exceeds \(\varepsilon\). The vector \((k,E)\) satisfies both eigenvalue equations, and for every \((x,y)\)

\[
(-E)\bigl[2kxy+\varepsilon y^2-E(x^2+y^2)\bigr]=(Ex-ky)^2\ge0,
\]

so \(E\) is a lower bound. Its normalised weights are \(k^2/(k^2+E^2)\) and \(E^2/(k^2+E^2)\).

```lean
/-- For nonzero coupling, the vector with neutral amplitude `k` and ionic amplitude
`groundEnergy k D c R` is a ground state with that energy. -/
theorem groundState_witness (hk : k ≠ 0) :
    IsGroundState (hamiltonian k D c R) (groundEnergy k D c R) ![k, groundEnergy k D c R] := by
  have hk2 : 0 < k ^ 2 := by positivity
  have hs : Real.sqrt (ionicEnergy D c R ^ 2 + 4 * k ^ 2) ^ 2 =
      ionicEnergy D c R ^ 2 + 4 * k ^ 2 := Real.sq_sqrt (by positivity)
  have hE : groundEnergy k D c R ^ 2 =
      ionicEnergy D c R * groundEnergy k D c R + k ^ 2 := by
    unfold groundEnergy
    linear_combination hs / 4
  have hneg : groundEnergy k D c R < 0 := by
    have hlt : ionicEnergy D c R < Real.sqrt (ionicEnergy D c R ^ 2 + 4 * k ^ 2) := by
      by_contra hn
      have := mul_self_le_mul_self (Real.sqrt_nonneg _) (not_lt.1 hn)
      nlinarith
    unfold groundEnergy
    linarith
  generalize groundEnergy k D c R = E at hE hneg ⊢
  refine ⟨fun h => hk (congrFun h 0), eigen_iff.2 ⟨?_, ?_⟩, fun w => ?_⟩
  · change k * E = E * k
    ring
  · change k * k + ionicEnergy D c R * E = E * E
    linear_combination -hE
  · rw [energy_form, norm_form]
    -- the energy excess times `-E` is a perfect square
    have key : (-E) * (2 * k * w 0 * w 1 + ionicEnergy D c R * w 1 ^ 2
        - E * (w 0 ^ 2 + w 1 ^ 2)) = (E * w 0 - k * w 1) ^ 2 := by
      linear_combination (w 1) ^ 2 * hE
    by_contra hn
    have hlt := mul_neg_of_pos_of_neg (neg_pos.2 hneg) (sub_neg.2 (not_le.1 hn))
    rw [key] at hlt
    exact absurd hlt (not_lt_of_ge (sq_nonneg _))
```

For example, take \(D=0.2\), \(c=0.04\) and \(k=0.015\). The equal-weight distance is \(1/0.16=6.25\) with correlation and \(1/0.2=5\) without it, a shift of \(0.04/0.032=1.25\). At \(R=5\) the correlated model has \(\varepsilon=-0.04\) and \(E=(-0.04-0.05)/2=-0.045\). Its ground vector is proportional to \((1,-3)\), which is 90% ionic, whereas the uncorrelated model gives 50%.

## The smallest adiabatic gap

Eliminating \(b\) from the eigenvalue equations gives \((E^2-\varepsilon E-k^2)a=0\), and \(a\neq0\) can be cancelled.

```lean
/-- With nonzero coupling, every eigenvalue satisfies the secular equation. -/
theorem secular_equation (hk : k ≠ 0) (hv : v ≠ 0)
    (he : hamiltonian k D c R *ᵥ v = E • v) : E ^ 2 = ionicEnergy D c R * E + k ^ 2 := by
  obtain ⟨h0, h1⟩ := eigen_iff.1 he
  apply mul_right_cancel₀ (components_ne_zero hk hv he).1
  linear_combination (ionicEnergy D c R - E) * h0 - k * h1
```

For eigenvalues \(E_1<E_2\), subtracting their secular equations gives \(E_1+E_2=\varepsilon\). Hence

\[
(E_2-E_1)^2=\varepsilon^2+4k^2\ge4k^2.
\]

The gap is therefore at least \(2|k|\), with equality exactly when \(\varepsilon=0\), that is, at \(R=1/(D-c)\). Equal weights and the smallest gap occur at the same distance.

```lean
/-- For nonzero coupling, `c < D` and `R > 0`, the gap between two distinct eigenvalues is at
least `2 |k|`, with equality if and only if `R = 1 / (D - c)`. -/
theorem adiabatic_gap {E₁ E₂ : ℝ} {v₁ v₂ : Fin 2 → ℝ} (hk : k ≠ 0) (hc : c < D) (hR : 0 < R)
    (hv₁ : v₁ ≠ 0) (hv₂ : v₂ ≠ 0) (h₁ : hamiltonian k D c R *ᵥ v₁ = E₁ • v₁)
    (h₂ : hamiltonian k D c R *ᵥ v₂ = E₂ • v₂) (hlt : E₁ < E₂) :
    2 * |k| ≤ E₂ - E₁ ∧ (E₂ - E₁ = 2 * |k| ↔ R = 1 / (D - c)) := by
  have s₁ := secular_equation hk hv₁ h₁
  have s₂ := secular_equation hk hv₂ h₂
  have hg : 0 < E₂ - E₁ := sub_pos.2 hlt
  -- the two eigenvalues add up to the trace
  have hs : E₂ = ionicEnergy D c R - E₁ := by
    apply mul_left_cancel₀ hg.ne'
    linear_combination s₂ - s₁
  have hgap : (E₂ - E₁) ^ 2 = ionicEnergy D c R ^ 2 + 4 * k ^ 2 := by
    linear_combination (E₂ - E₁ + ionicEnergy D c R - 2 * E₁) * hs + 4 * s₁
  refine ⟨?_, ?_, ?_⟩
  · by_contra hn
    have := mul_self_lt_mul_self hg.le (not_le.1 hn)
    nlinarith [sq_nonneg (ionicEnergy D c R), sq_abs k]
  · intro e
    rw [e] at hgap
    have hz : ionicEnergy D c R ^ 2 = 0 := by
      linear_combination -hgap + 4 * sq_abs k
    have hz' := pow_eq_zero_iff (two_ne_zero) |>.1 hz
    rw [ionicEnergy_eq hc hR] at hz'
    have := (mul_eq_zero.1 hz').resolve_left (div_pos (sub_pos.2 hc) hR).ne'
    linarith
  · intro e
    have hz : ionicEnergy D c R = 0 := by
      rw [ionicEnergy_eq hc hR, ← e, sub_self, mul_zero]
    rw [hz] at hgap
    apply (sq_eq_sq₀ hg.le (by positivity)).1
    linear_combination hgap - 4 * sq_abs k

end IonicNeutralCrossing
```

```lean
#print axioms IonicNeutralCrossing.ionic_dominates_iff
#print axioms IonicNeutralCrossing.missing_correlation_shift
#print axioms IonicNeutralCrossing.adiabatic_gap
```

```
'IonicNeutralCrossing.ionic_dominates_iff' depends on axioms: [propext, Classical.choice, Quot.sound]
'IonicNeutralCrossing.missing_correlation_shift' depends on axioms: [propext, Classical.choice, Quot.sound]
'IonicNeutralCrossing.adiabatic_gap' depends on axioms: [propext, Classical.choice, Quot.sound]
```
